# Invariant Hamiltonian and overlap matrices commute when symmetry can exchange any two of finitely many sites

Q: I have a ring of equivalent atoms with one orbital on each, and the orbitals overlap. The orbital energies \(E\) come from \(Hc = ESc\), where \(H\) is the Hamiltonian matrix, \(S\) the overlap matrix and \(c\) the coefficient vector. In practice I take vectors \(v\) that are eigenvectors of both matrices, \(Hv = hv\) and \(Sv = \sigma v\), and write \(E = h/\sigma\). What entitles me to common eigenvectors?

A: The commutation \(HS = SH\), since both matrices are real symmetric. Suppose that there are finitely many sites and that every symmetry operation carries the orbital on each site to the orbital on the new site, leaving the matrix elements unchanged. Then commutation follows whenever any two chosen sites can be exchanged by some operation, which may depend on the pair. You need no numerical values of the matrix elements.

Q: Show me by hand first.

A: Let \(X\) be the set of sites and \(G\) the symmetry group, with \(gx\) the site to which \(g\) carries \(x\). Call a matrix \(M\) invariant if \(M(gx,gy) = M(x,y)\) for all \(g\), \(x\) and \(y\). There are three steps.

First, a product of invariant matrices \(A\) and \(B\) is invariant. As \(z\) runs over all sites, so does \(gz\), and therefore
\[
(AB)(gx,gy) = \sum_z A(gx,gz)\,B(gz,gy) = \sum_z A(x,z)\,B(z,y) = (AB)(x,y).
\]

Second, an invariant matrix is symmetric. Choose \(g\) with \(gx = y\) and \(gy = x\); then \(M(x,y) = M(gx,gy) = M(y,x)\).

Third, \(H\), \(S\) and \(HS\) are all invariant, hence all symmetric, so
\[
HS = (HS)^{T} = S^{T}H^{T} = SH.
\]

Q: Now the Lean version. What are the sites and the group there?

A: `X` is a type whose elements are the sites, `G` is a group acting on it, and `R` is the type of the matrix entries.

```lean
import Mathlib

open Matrix

namespace EquivalentSites

noncomputable section

variable {G X R : Type*} [Group G] [MulAction G X]
```

The exchange condition comes next. The element `g` may depend on the pair, and it may move the other sites as well.

```lean
/-- Any two sites are exchanged by some symmetry operation. -/
def SwapsPairs (G X : Type*) [Group G] [MulAction G X] : Prop :=
  ∀ x y : X, ∃ g : G, g • x = y ∧ g • y = x
```

Q: So nearest and next-nearest pairs need not be equivalent to each other?

A: No. The condition concerns the two orders of one pair, \((x,y)\) and \((y,x)\). It does make all sites equivalent, because every site can be carried to every other.

```lean
/-- A matrix between sites is invariant when moving both sites by the same symmetry
operation leaves its entry unchanged. -/
def IsInvariant (G : Type*) {X R : Type*} [Group G] [MulAction G X]
    (M : Matrix X X R) : Prop :=
  ∀ (g : G) (x y : X), M (g • x) (g • y) = M x y
```

Q: This is where I become suspicious. Orbitals transform under symmetry operations, and here they are merely relabelled.

A: That is the main restriction. `IsInvariant` describes one orbital per site, carried by each operation to the orbital on the new site. A sign common to all orbitals does no harm, because it appears twice in a matrix element and cancels; this is the case for the \(\pi\) orbitals of a planar ring. A set of \(p_x\) and \(p_y\) orbitals on each site, which mix under rotation, is not described by this definition. Invariance is also a hypothesis of the general theorems. It stands for the physical assumption that the one-electron Hamiltonian has the symmetry of the arrangement of atoms.

Q: And the three steps?

A: The first is `invariant_mul`. `Equiv.sum_comp` relabels the intermediate site by \(g\), and `rw [hA, hB]` then applies invariance to each factor.

```lean
/-- The product of two invariant matrices is invariant. -/
theorem invariant_mul [Fintype X] [CommSemiring R] {A B : Matrix X X R}
    (hA : IsInvariant G A) (hB : IsInvariant G B) : IsInvariant G (A * B) := by
  intro g x y
  simp only [Matrix.mul_apply]
  -- relabel the intermediate site by the symmetry operation
  refine (Equiv.sum_comp (MulAction.toPerm g)
    (fun z => A (g • x) z * B z (g • y))).symm.trans ?_
  refine Finset.sum_congr rfl fun z _ => ?_
  change A (g • x) (g • z) * B (g • z) (g • y) = A x z * B z y
  rw [hA, hB]
```

The second takes the exchanging element from the hypothesis and rewrites the invariance equation with it. It uses no arithmetic on the entries, and `X` may even be infinite.

```lean
/-- If any two sites can be exchanged, every invariant matrix is symmetric. -/
theorem invariant_symm (hG : SwapsPairs G X) {M : Matrix X X R}
    (hM : IsInvariant G M) : M.IsSymm := by
  refine Matrix.IsSymm.ext fun x y => ?_
  obtain ⟨g, h1, h2⟩ := hG x y
  have h := hM g x y
  rw [h1, h2] at h
  exact h
```

The third is the main theorem. Its `calc` block is the displayed chain above, line for line. Here the number of sites is finite, so that the matrix product is a finite sum, and the entries lie in a commutative semiring, which includes the real and the complex numbers.

```lean
/-- If any two sites can be exchanged, any two invariant matrices, such as a Hamiltonian
and an overlap matrix, commute. -/
theorem invariant_commute [Fintype X] [CommSemiring R] (hG : SwapsPairs G X)
    {H S : Matrix X X R} (hH : IsInvariant G H) (hS : IsInvariant G S) :
    H * S = S * H := by
  have hHS : (H * S)ᵀ = H * S := invariant_symm hG (invariant_mul hH hS)
  have hHt : Hᵀ = H := invariant_symm hG hH
  have hSt : Sᵀ = S := invariant_symm hG hS
  calc H * S = (H * S)ᵀ := hHS.symm
    _ = Sᵀ * Hᵀ := Matrix.transpose_mul H S
    _ = S * H := by rw [hHt, hSt]
```

Q: With complex entries I would expect Hermitian matrices, not symmetric ones.

A: If \(H\) is also Hermitian, the two properties together give \(H(x,y)^{*} = H(y,x) = H(x,y)\), so every entry is real.

```lean
/-- If any two sites can be exchanged, every entry of an invariant Hermitian matrix
is real. -/
theorem hermitian_entries_real (hG : SwapsPairs G X) {H : Matrix X X ℂ}
    (hH : IsInvariant G H) (hherm : H.IsHermitian) (x y : X) : (H x y).im = 0 := by
  have h := hherm.apply x y
  rw [(invariant_symm hG hH).apply x y] at h
  exact Complex.conj_eq_iff_im.mp h
```

Read the other way, a Hermitian matrix with a complex hopping phase between two sites cannot be invariant under a group that exchanges every pair.

Q: Is the exchange condition stronger than it needs to be for symmetry of the matrices?

A: For symmetry it is exactly right. Suppose no element exchanges \(x\) and \(y\). Build a matrix with entry 1 at every position \((gx,gy)\) and 0 elsewhere.

```lean
open Classical in
/-- The matrix with entry one on the pairs of sites that symmetry operations reach from
the pair `(x, y)`, and zero elsewhere. -/
def orbitMatrix (G R : Type*) {X : Type*} [Group G] [MulAction G X] [Semiring R]
    (x y : X) : Matrix X X R :=
  Matrix.of fun a b => if ∃ g : G, g • x = a ∧ g • y = b then 1 else 0
```

This matrix is invariant, because applying a further operation to a pair reached from \((x,y)\) gives another such pair, and the inverse operation leads back. Its entry at \((x,y)\) is 1, by the identity element. Its entry at \((y,x)\) is 0, because a 1 there would require an exchanging element. So it is invariant and not symmetric.

```lean
/-- Any two sites can be exchanged exactly when every invariant matrix is symmetric. -/
theorem swapsPairs_iff_symm [Semiring R] [Nontrivial R] :
    SwapsPairs G X ↔ ∀ M : Matrix X X R, IsInvariant G M → M.IsSymm := by
  refine ⟨fun hG M hM => invariant_symm hG hM, fun h x y => ?_⟩
  have hinv : IsInvariant G (orbitMatrix G R x y) := by
    intro g a b
    simp only [orbitMatrix, Matrix.of_apply]
    classical
    refine if_congr ⟨?_, ?_⟩ rfl rfl
    · rintro ⟨k, h1, h2⟩
      exact ⟨g⁻¹ * k, by rw [mul_smul, h1, inv_smul_smul],
        by rw [mul_smul, h2, inv_smul_smul]⟩
    · rintro ⟨k, h1, h2⟩
      exact ⟨g * k, by rw [mul_smul, h1], by rw [mul_smul, h2]⟩
  -- without an exchanging element the entries at (x, y) and (y, x) would be 1 and 0
  by_contra hn
  have h1 : orbitMatrix G R x y x y = 1 := if_pos ⟨1, one_smul G x, one_smul G y⟩
  have h0 : orbitMatrix G R x y y x = 0 := if_neg hn
  have e := (h _ hinv).apply x y
  rw [h0, h1] at e
  exact zero_ne_one e
```

The two `rintro` blocks are the backward and forward moves between pairs, using \(g^{-1}k\) and \(gk\). The last lines derive \(0 = 1\) from the assumed symmetry, which is why `R` has to be `Nontrivial`.

Q: Fine, but does my ring satisfy the condition?

A: Number the sites by integers modulo \(n\), which is the type `ZMod n`. The reflection \(k \mapsto c-k\) with \(c = x+y\) sends \(x\) to \(y\) and \(y\) to \(x\). The group is the one generated by these reflections. It contains rotations too, since \(c-(d-k) = k+(c-d)\).

```lean
/-- The symmetry group of a ring of `n` sites generated by the reflections `k ↦ c - k`. -/
def ringGroup (n : ℕ) : Subgroup (Equiv.Perm (ZMod n)) :=
  Subgroup.closure (Set.range fun c : ZMod n => Equiv.subLeft c)
```

The matrix has `a` on the diagonal and `b` between neighbours.

```lean
/-- The nearest-neighbour matrix of a ring: `a` on each site, `b` between neighbours. -/
def ringMatrix (n : ℕ) (a b : ℝ) : Matrix (ZMod n) (ZMod n) ℝ :=
  Matrix.of fun x y => if x = y then a else if x - y = 1 ∨ y - x = 1 then b else 0
```

For \(n = 1\) it is the single entry `a`. For \(n = 2\) the two sites are coupled by `b` once, not twice.

Q: Invariance under the whole group looks like more work than invariance under reflections.

A: It follows from the reflections. If two operations leave a matrix unchanged, so do their product and their inverses. `Subgroup.closure_induction` carries out that argument, with one case each for a generator, the identity, a product and an inverse.

```lean
/-- A matrix on the ring that is unchanged by every reflection is invariant under the
whole group they generate. -/
theorem ring_invariant_of_reflections {n : ℕ} {M : Matrix (ZMod n) (ZMod n) R}
    (h : ∀ c x y, M (c - x) (c - y) = M x y) : IsInvariant (ringGroup n) M := by
  have key : ∀ g ∈ ringGroup n, ∀ x y, M (g x) (g y) = M x y := by
    intro g hg
    unfold ringGroup at hg
    induction hg using Subgroup.closure_induction with
    | mem g hg =>
      obtain ⟨c, rfl⟩ := hg
      exact h c
    | one => exact fun x y => rfl
    | mul g k _ _ hg hk => exact fun x y => (hg (k x) (k y)).trans (hk x y)
    | inv g _ hg =>
      intro x y
      have e := hg (g⁻¹ x) (g⁻¹ y)
      simpa using e.symm
  exact fun g x y => key g.1 g.2 x y
```

It remains to check one reflection. Since \((c-x)-(c-y) = y-x\), a reflection turns a step of \(+1\) into a step of \(-1\), and the definition of neighbour accepts both. In the code, `e1` and `e2` are these differences, and `or_comm` swaps the two alternatives.

```lean
/-- On a ring, reflections exchange any two sites, and the nearest-neighbour matrix is
invariant under the group they generate. -/
theorem ring_witness (n : ℕ) (a b : ℝ) :
    SwapsPairs (ringGroup n) (ZMod n) ∧ IsInvariant (ringGroup n) (ringMatrix n a b) := by
  constructor
  · intro x y
    refine ⟨⟨Equiv.subLeft (x + y), Subgroup.subset_closure ⟨x + y, rfl⟩⟩, ?_, ?_⟩
    · change x + y - x = y
      ring
    · change x + y - y = x
      ring
  · refine ring_invariant_of_reflections fun c x y => ?_
    have e1 : c - x - (c - y) = y - x := by ring
    have e2 : c - y - (c - x) = x - y := by ring
    simp only [ringMatrix, Matrix.of_apply]
    refine if_congr sub_right_inj rfl (if_congr ?_ rfl rfl)
    rw [e1, e2]
    exact or_comm
```

The Hamiltonian has site energy \(\alpha\) and coupling \(\beta\); the overlap matrix has diagonal 1, for normalised orbitals, and neighbour overlap \(s\). Both are instances of `ringMatrix`, so the general theorem applies. The condition `[NeZero n]` excludes \(n = 0\), for which `ZMod n` is the infinite set of integers.

```lean
/-- On a ring, the nearest-neighbour Hamiltonian with site energy `α` and coupling `β`
commutes with the overlap matrix with unit diagonal and neighbour overlap `s`. -/
theorem ring_hamiltonian_overlap_commute (n : ℕ) [NeZero n] (α β s : ℝ) :
    ringMatrix n α β * ringMatrix n 1 s = ringMatrix n 1 s * ringMatrix n α β :=
  invariant_commute (ring_witness n α β).1 (ring_witness n α β).2 (ring_witness n 1 s).2
```

Q: I object. Both matrices are combinations of the identity and the same neighbour matrix, so of course they commute.

A: Agreed; for this pair you could see it directly. The example shows that the hypotheses are met by a familiar model. The general theorem also covers matrices \(H\) and \(S\) with different ranges, say couplings to second neighbours in \(H\) and overlaps to third neighbours in \(S\). As long as each matrix is unchanged by every reflection, `ring_invariant_of_reflections` gives invariance, the first part of `ring_witness` gives the exchange condition, and `invariant_commute` then gives the commutation.

Q: How does this look in an actual program?

A: Build real \(H\) and \(S\) and check that the largest absolute value among the entries of \(HS-SH\) is at rounding level. With one orbital per site and the exchange condition satisfied, a larger value means that at least one of the two matrices is not invariant. Then take care with degeneracies: an eigenvector of \(H\) from a degenerate level need not be an eigenvector of \(S\). A simple remedy is to diagonalise \(H+tS\) for a generic real number \(t\). For all but finitely many \(t\), each of its eigenvectors is an eigenvector of both matrices. With \(v^{T}v = 1\), compute
\[
h = v^{T}Hv, \qquad \sigma = v^{T}Sv, \qquad E = \frac{h}{\sigma}, \qquad c = \frac{v}{\sqrt{\sigma}},
\]
where \(\sigma > 0\) because the orbitals are linearly independent, and the last formula gives \(c^{T}Sc = 1\). For the nearest-neighbour ring with \(n \ge 3\) you can compare the output with
\[
E_m = \frac{\alpha + 2\beta\cos(2\pi m/n)}{1 + 2s\cos(2\pi m/n)}, \qquad m = 0,\dots,n-1.
\]
A general solver for \(Hc = ESc\) should return the same energies. This recipe is ordinary linear algebra added to the commutation theorem; the Lean file itself contains no eigenvectors.

Q: Suppose something destroys the reflections and leaves only the rotations. Do I lose commutation?

A: Not on a ring. Let \(A\) and \(B\) be invariant under rotations, and replace the intermediate site \(z\) by \(x+y-z\):
\[
(AB)(x,y) = \sum_z A(x,\,x+y-z)\,B(x+y-z,\,y).
\]
Rotating by \(z-x\) turns the first factor into \(A(z,y)\), and rotating by \(z-y\) turns the second into \(B(x,z)\). The sum is then \(\sum_z B(x,z)A(z,y) = (BA)(x,y)\).

```lean
/-- On a ring, any two matrices invariant under the rotations alone commute. -/
theorem rotation_invariant_commute {n : ℕ} [NeZero n] [CommSemiring R]
    {A B : Matrix (ZMod n) (ZMod n) R} (hA : IsInvariant (Multiplicative (ZMod n)) A)
    (hB : IsInvariant (Multiplicative (ZMod n)) B) : A * B = B * A := by
  have sA : ∀ c x y, A (c + x) (c + y) = A x y := fun c => hA (Multiplicative.ofAdd c)
  have sB : ∀ c x y, B (c + x) (c + y) = B x y := fun c => hB (Multiplicative.ofAdd c)
  ext x y
  simp only [Matrix.mul_apply]
  -- reflect the intermediate site about the midpoint of x and y
  refine (Equiv.sum_comp (Equiv.subLeft (x + y)) (fun z => A x z * B z y)).symm.trans ?_
  refine Finset.sum_congr rfl fun z _ => ?_
  change A x (x + y - z) * B (x + y - z) y = B x z * A z y
  have h1 := sA (z - x) x (x + y - z)
  have h2 := sB (z - y) (x + y - z) y
  rw [show z - x + x = z by ring, show z - x + (x + y - z) = y by ring] at h1
  rw [show z - y + (x + y - z) = x by ring, show z - y + y = z by ring] at h2
  rw [← h1, ← h2, mul_comm]
```

The reflection only relabels a summation index here; neither matrix is assumed to be invariant under it. The equations `h1` and `h2` are the two rotations. `Multiplicative (ZMod n)` is the group of rotations, with addition of angles written as multiplication because `IsInvariant` expects a multiplicative group.

Q: Then are rotation-invariant matrices symmetric as well?

A: Not in general. Take three sites and let a particle hop only from \(y\) to \(y+1\). The column labels the starting site and the row the final one. This matrix is not Hermitian, so it is a mathematical counter-example and not the Hamiltonian of an isolated particle. Multiplying it by \(i\) and adding the Hermitian conjugate gives a Hermitian matrix that is also rotation-invariant and not symmetric.

```lean
/-- One-way hopping on a ring of three sites, from each site to the next. -/
def oneWayHop : Matrix (ZMod 3) (ZMod 3) ℤ :=
  Matrix.of fun x y => if x = y + 1 then 1 else 0
```

A rotation adds the same number to both sites and so preserves the relation \(x = y+1\). But the entry at \((1,0)\) is 1 and the entry at \((0,1)\) is 0. The proof cancels the common shift for the first claim and lets `decide` compare the two entries for the second.

```lean
/-- One-way hopping on three sites is invariant under rotations but is not symmetric. -/
theorem oneWayHop_invariant_not_symm :
    IsInvariant (Multiplicative (ZMod 3)) oneWayHop ∧ ¬ oneWayHop.IsSymm := by
  constructor
  · intro g x y
    change (if g.toAdd + x = g.toAdd + y + 1 then (1 : ℤ) else 0) =
      if x = y + 1 then 1 else 0
    exact if_congr (by rw [add_assoc, add_right_inj]) rfl rfl
  · intro h
    exact absurd (h.apply 0 1) (by decide)

end

end EquivalentSites
```

So the rotations of three sites do not exchange every pair, and yet their invariant matrices commute. Pair exchange is therefore sufficient for commutation but not necessary, whereas for the symmetry of all invariant matrices it is both.

```lean
#print axioms EquivalentSites.invariant_commute
#print axioms EquivalentSites.ring_hamiltonian_overlap_commute
#print axioms EquivalentSites.rotation_invariant_commute
#print axioms EquivalentSites.oneWayHop_invariant_not_symm
```

```
'EquivalentSites.invariant_commute' depends on axioms: [propext, Classical.choice, Quot.sound]
'EquivalentSites.ring_hamiltonian_overlap_commute' depends on axioms: [propext, Classical.choice, Quot.sound]
'EquivalentSites.rotation_invariant_commute' depends on axioms: [propext, Classical.choice, Quot.sound]
'EquivalentSites.oneWayHop_invariant_not_symm' depends on axioms: [propext, Classical.choice, Quot.sound]
```
